# Free-fermion rings of 4m sites at half filling: periodic energy above the bulk value, antiperiodic energy below

Take four sites in a ring with hopping amplitude t > 0. With periodic boundary conditions the momenta are 0, π/2, π, 3π/2, and the levels −2t cos k are −2t, 0, 2t, 0. The negative ones sum to −2t. With antiperiodic conditions the momenta move to π/4, 3π/4, 5π/4, 7π/4. Two levels now lie at −√2 t and two at +√2 t, so the negative ones sum to −2√2 t ≈ −2.83t. Four sites of the infinite half-filled chain have energy −8t/π ≈ −2.55t, which lies between the two.

The same ordering holds for every ring whose length L is a positive multiple of 4. For the half-filled Hubbard chain at zero interaction, this gives the sign of the finite-size error in the ground-state energy, per spin species, for either boundary condition on such rings.

## Summing the negative levels

Let φ be the boundary twist, with 0 ≤ φ ≤ 1; φ = 0 is periodic and φ = 1/2 antiperiodic. Write L = 4m and d = π/L. The momenta and levels are

k_j = 2d(j + φ), ε_j = −2t cos k_j, j = 0, …, L−1.

A plane wave e^{ikx} satisfies

−t(e^{ik(x+1)} + e^{ik(x−1)}) = −2t cos k · e^{ikx},

and for k = k_j one turn around the ring multiplies it by e^{ikL} = e^{2πi(j+φ)} = e^{2πiφ}.

For j < m the momentum lies in [0, π/2], and for 3m ≤ j < 4m in [3π/2, 2π]. These 2m inner modes have ε_j ≤ 0. All others have momenta in [π/2, 3π/2] and ε_j ≥ 0. Since zero levels add nothing, the sum E(φ) of the negative levels equals the sum over the inner modes.

To evaluate it, use 2 sin d cos θ = sin(θ + d) − sin(θ − d) at θ = 2d(j + a). Consecutive terms cancel:

2 sin d · Σ_{j<n} cos(2d(j + a)) = sin(2d(n + a) − d) − sin(2da − d).

Put u = 2dφ − d and recall 2dm = π/2. The first block (a = φ, n = m) gives cos u − sin u. The second (a = 3m + φ, n = m) gives sin u + cos u. Together they make 2 cos u, and u = −π(1 − 2φ)/L, so

E(φ) = −2t cos(π(1 − 2φ)/L) / sin(π/L).

Hence E(0) = −2t cot(π/L) and E(1/2) = −2t/sin(π/L).

E(φ) is also the lowest energy for L/2 spinless fermions in distinct modes. For any set S of modes,

Σ_S ε_j ≥ Σ_S min(ε_j, 0) ≥ Σ_{all j} min(ε_j, 0) = E(φ),

and the inner modes, L/2 in number, attain this value.

## Comparison with the infinite chain

The bulk energy of L sites is

L · (1/2π) ∫_{−π/2}^{π/2} (−2t cos k) dk = −2tL/π.

With x = π/L, which lies in (0, π/4], the inequalities sin x < x < tan x give

cot x < 1/x = L/π < 1/sin x.

Multiplying by −2t reverses the order: E(1/2) < −2tL/π < E(0).

For L = 8 the periodic inner cosines are 1, √2/2, 0, √2/2, so E(0) = −2t(1 + √2) ≈ −4.83t. The antiperiodic ones are cos(π/8) and cos(3π/8), each twice, so E(1/2) ≈ −5.23t. The bulk value is −16t/π ≈ −5.09t.

Divisibility by 4 can't be weakened to evenness. On the periodic ring of six sites the negative levels are −2t, −t, −t. Their sum −4t lies below the bulk value −12t/π ≈ −3.82t.

## The ring and its energies in Lean

```lean
import Mathlib

open Finset Real

namespace HalfFilledRing

noncomputable section
```

The twist is a real number `φ`, and modes are labelled by natural numbers `j`. Momenta are in radians, with the lattice spacing equal to one.

```lean
/-- Bloch momentum `2π(j + φ)/L` of mode `j` on a ring of `L ≥ 1` sites with boundary twist `φ`, in
radians per lattice spacing. -/
def momentum (L : ℕ) (φ : ℝ) (j : ℕ) : ℝ := 2 * π * (j + φ) / L

/-- Tight-binding level `-2t cos k` of mode `j` on a ring of `L ≥ 1` sites with twist `φ`. -/
def level (t : ℝ) (L : ℕ) (φ : ℝ) (j : ℕ) : ℝ := -2 * t * Real.cos (momentum L φ j)
```

The wave has modulus one on every site; the normalised state on the ring is this wave divided by √L.

```lean
/-- Plane wave of momentum `k` on the sites `x` of the chain. -/
def wave (k : ℝ) (x : ℤ) : ℂ := Complex.exp (k * x * Complex.I)
```

`seaEnergy` is E(φ), with the filter keeping strictly negative levels only. `bulkEnergy` is defined as the integral over the occupied half of the band, and its value is derived below.

```lean
/-- Sum of all negative levels of the ring of `L ≥ 1` sites with twist `φ`. -/
def seaEnergy (t : ℝ) (L : ℕ) (φ : ℝ) : ℝ :=
  ∑ j ∈ (range L).filter (fun j => level t L φ j < 0), level t L φ j

/-- Energy of `L` sites of the infinite chain with the momenta between `-π/2` and `π/2` filled. -/
def bulkEnergy (t : ℝ) (L : ℕ) : ℝ :=
  L * (1 / (2 * π) * ∫ k in (-(π / 2))..(π / 2), -2 * t * Real.cos k)

/-- The first `m` and the last `m` of the `4m` mode labels of a ring of `4m` sites. For a twist
`0 ≤ φ ≤ 1` their momenta lie within `π/2` of zero, modulo `2π`. -/
def innerModes (m : ℕ) : Finset ℕ := range m ∪ Ico (3 * m) (4 * m)
```

## Plane waves and the bulk integral

`wave_eigen` ties the levels to the hopping equation and the boundary twist. In the proof, `e1` and `e2` split off the phases e^{±ik}, which `Complex.two_cos` combines into 2 cos k. The second half removes the factor e^{2πij} = 1. The theorem treats each mode separately; reading the list of levels as the full spectrum of the hopping matrix also uses the completeness of the L plane waves, a standard Fourier fact.

```lean
/-- On a ring of `L ≥ 1` sites the plane waves solve the nearest-neighbour hopping equation with
energy `level`, and gain the phase `exp(2πiφ)` on going once around the ring. -/
theorem wave_eigen (t φ : ℝ) (L j : ℕ) (hL : 0 < L) (x : ℤ) :
    -(t : ℂ) * (wave (momentum L φ j) (x + 1) + wave (momentum L φ j) (x - 1))
        = (level t L φ j : ℂ) * wave (momentum L φ j) x ∧
      wave (momentum L φ j) (x + L)
        = Complex.exp (2 * π * φ * Complex.I) * wave (momentum L φ j) x := by
  have hL' : (L : ℂ) ≠ 0 := by exact_mod_cast hL.ne'
  have hk : (momentum L φ j : ℂ) * L = 2 * π * (j + φ) := by
    unfold momentum
    push_cast
    exact div_mul_cancel₀ _ hL'
  unfold level wave
  generalize momentum L φ j = k at hk ⊢
  constructor
  · -- a step to the right or left multiplies the wave by a phase
    have e1 : Complex.exp (k * ((x + 1 : ℤ) : ℂ) * Complex.I)
        = Complex.exp (k * x * Complex.I) * Complex.exp (k * Complex.I) := by
      rw [← Complex.exp_add]
      congr 1
      push_cast
      ring
    have e2 : Complex.exp (k * ((x - 1 : ℤ) : ℂ) * Complex.I)
        = Complex.exp (k * x * Complex.I) * Complex.exp (-k * Complex.I) := by
      rw [← Complex.exp_add]
      congr 1
      push_cast
      ring
    have c := Complex.two_cos (k : ℂ)
    rw [e1, e2]
    push_cast
    linear_combination (t : ℂ) * Complex.exp (k * x * Complex.I) * c
  · have e : (k : ℂ) * ((x + L : ℤ) : ℂ) * Complex.I
        = 2 * π * φ * Complex.I + k * x * Complex.I
          + ((j : ℤ) : ℂ) * (2 * π * Complex.I) := by
      push_cast
      linear_combination Complex.I * hk
    rw [e, Complex.exp_add, Complex.exp_add, Complex.exp_int_mul_two_pi_mul_I, mul_one]
```

The integral of the cosine gives the bulk value.

```lean
/-- With the momenta between `-π/2` and `π/2` filled, `L` sites of the infinite chain have energy
`-2tL/π`. -/
theorem bulkEnergy_eq (t : ℝ) (L : ℕ) : bulkEnergy t L = -2 * t * L / π := by
  rw [bulkEnergy, intervalIntegral.integral_const_mul, integral_cos, Real.sin_neg,
    Real.sin_pi_div_two]
  ring
```

## Telescoping and the signs of the levels

`cos_sum` is the cancellation identity, proved by induction on the number of terms; `h` is the product formula for one term.

```lean
/-- Telescoped sum of cosines at equally spaced angles `2d(j + a)`. -/
theorem cos_sum (a d : ℝ) (n : ℕ) :
    2 * Real.sin d * ∑ j ∈ range n, Real.cos (2 * d * (j + a))
      = Real.sin (2 * d * (n + a) - d) - Real.sin (2 * d * a - d) := by
  induction n with
  | zero => simp
  | succ n ih =>
    have e : 2 * d * (((n + 1 : ℕ) : ℝ) + a) - d = 2 * d * (n + a) + d := by
      push_cast
      ring
    have h : 2 * Real.sin d * Real.cos (2 * d * (n + a))
        = Real.sin (2 * d * (n + a) + d) - Real.sin (2 * d * (n + a) - d) := by
      rw [Real.sin_add, Real.sin_sub]
      ring
    rw [sum_range_succ, e]
    linear_combination ih + h
```

`level_sign` locates the momenta. It writes each as π/2 times (j + φ)/m and bounds that ratio by 0 and 1, by 3 and 4, or by 1 and 3. For the upper block the cosine is first shifted by 2π.

```lean
/-- For `t > 0`, `m > 0` and twist `0 ≤ φ ≤ 1`, the inner modes of a ring of `4m` sites have
levels at or below zero, and all other modes have levels at or above zero. -/
theorem level_sign {t φ : ℝ} {m : ℕ} (ht : 0 < t) (hm : 0 < m) (h0 : 0 ≤ φ) (h1 : φ ≤ 1) :
    (∀ j ∈ innerModes m, level t (4 * m) φ j ≤ 0) ∧
      ∀ j ∈ range (4 * m), j ∉ innerModes m → 0 ≤ level t (4 * m) φ j := by
  have hm' : (0 : ℝ) < m := by exact_mod_cast hm
  have hp := Real.pi_pos
  have hk (j : ℕ) : momentum (4 * m) φ j = π / 2 * ((j + φ) / m) := by
    unfold momentum
    push_cast
    ring
  constructor
  · intro j hj
    have hc : 0 ≤ Real.cos (momentum (4 * m) φ j) := by
      rw [hk]
      simp only [innerModes, mem_union, mem_range, mem_Ico] at hj
      rcases hj with hj | ⟨ha, hb⟩
      · have hj' : (j : ℝ) + 1 ≤ m := by exact_mod_cast hj
        have a : 0 ≤ ((j : ℝ) + φ) / m := by positivity
        have b : ((j : ℝ) + φ) / m ≤ 1 := by
          rw [div_le_iff₀ hm']
          linarith
        apply Real.cos_nonneg_of_neg_pi_div_two_le_of_le <;> nlinarith
      · have ha' : 3 * (m : ℝ) ≤ j := by exact_mod_cast ha
        have hb' : (j : ℝ) + 1 ≤ 4 * m := by exact_mod_cast hb
        have a : 3 ≤ ((j : ℝ) + φ) / m := by
          rw [le_div_iff₀ hm']
          linarith
        have b : ((j : ℝ) + φ) / m ≤ 4 := by
          rw [div_le_iff₀ hm']
          linarith
        rw [← Real.cos_sub_two_pi]
        apply Real.cos_nonneg_of_neg_pi_div_two_le_of_le <;> nlinarith
    unfold level
    nlinarith [mul_nonneg ht.le hc]
  · intro j hj hn
    simp only [innerModes, mem_union, mem_range, mem_Ico] at hj hn
    have ha : m ≤ j := by omega
    have hb : j + 1 ≤ 3 * m := by omega
    have ha' : (m : ℝ) ≤ j := by exact_mod_cast ha
    have hb' : (j : ℝ) + 1 ≤ 3 * m := by exact_mod_cast hb
    have a : 1 ≤ ((j : ℝ) + φ) / m := by
      rw [le_div_iff₀ hm']
      linarith
    have b : ((j : ℝ) + φ) / m ≤ 3 := by
      rw [div_le_iff₀ hm']
      linarith
    have hc : Real.cos (momentum (4 * m) φ j) ≤ 0 := by
      rw [hk]
      apply Real.cos_nonpos_of_pi_div_two_le_of_le <;> nlinarith
    unfold level
    nlinarith [mul_nonneg ht.le (neg_nonneg.mpr hc)]
```

Every negative level therefore belongs to an inner mode, and an inner mode whose level isn't negative has level zero. These are the two conditions that `sum_subset` asks for.

```lean
/-- For `t > 0`, `m > 0` and `0 ≤ φ ≤ 1`, the negative levels of a ring of `4m` sites have the
same sum as the levels of the inner modes. -/
theorem seaEnergy_eq_inner {t φ : ℝ} {m : ℕ} (ht : 0 < t) (hm : 0 < m) (h0 : 0 ≤ φ)
    (h1 : φ ≤ 1) : seaEnergy t (4 * m) φ = ∑ j ∈ innerModes m, level t (4 * m) φ j := by
  obtain ⟨hin, hout⟩ := level_sign ht hm h0 h1
  apply sum_subset
  · intro j hj
    rw [mem_filter] at hj
    by_contra hn
    exact absurd hj.2 (not_lt_of_ge (hout j hj.1 hn))
  · intro j hj hn
    have hr : j ∈ range (4 * m) := by
      simp only [innerModes, mem_union, mem_range, mem_Ico] at hj ⊢
      omega
    apply le_antisymm (hin j hj)
    by_contra hlt
    exact hn (mem_filter.mpr ⟨hr, not_le.mp hlt⟩)
```

## Half filling as a minimum

`IsLeast` says that the energy is attained by some choice of L/2 modes and that no such choice goes lower. The condition `2 * S.card = L` expresses half filling, and a `Finset` holds each mode at most once, which is the Pauli principle. The competitors are occupation sets of these modes, not general many-body states. The lower bound is the chain of inequalities with min(ε_j, 0): `a` handles the unoccupied modes and `b` the occupied ones.

```lean
/-- For `t > 0`, `L` a positive multiple of 4 and `0 ≤ φ ≤ 1`, the sum of the negative levels is
the least energy of `L/2` spinless fermions placed in distinct modes of the ring. -/
theorem seaEnergy_isLeast {t φ : ℝ} {L : ℕ} (ht : 0 < t) (hL : 0 < L) (h4 : 4 ∣ L)
    (h0 : 0 ≤ φ) (h1 : φ ≤ 1) :
    IsLeast {E | ∃ S ⊆ range L, 2 * S.card = L ∧ E = ∑ j ∈ S, level t L φ j}
      (seaEnergy t L φ) := by
  obtain ⟨m, rfl⟩ := h4
  have hm : 0 < m := by omega
  constructor
  · refine ⟨innerModes m, ?_, ?_, seaEnergy_eq_inner ht hm h0 h1⟩
    · intro j hj
      simp only [innerModes, mem_union, mem_range, mem_Ico] at hj ⊢
      omega
    · have hd : Disjoint (range m) (Ico (3 * m) (4 * m)) := by
        rw [disjoint_left]
        intro j hj hj'
        simp only [mem_range, mem_Ico] at hj hj'
        omega
      rw [innerModes, card_union_of_disjoint hd, card_range, Nat.card_Ico]
      omega
  · rintro E ⟨S, hS, -, rfl⟩
    -- dropping negative levels or adding positive ones can only raise the energy
    have e : seaEnergy t (4 * m) φ = ∑ j ∈ range (4 * m), min (level t (4 * m) φ j) 0 := by
      rw [seaEnergy, sum_filter]
      apply sum_congr rfl
      intro j _
      split_ifs with h
      · exact (min_eq_left h.le).symm
      · exact (min_eq_right (not_lt.mp h)).symm
    have a : ∑ j ∈ range (4 * m) \ S, min (level t (4 * m) φ j) 0 ≤ 0 :=
      sum_nonpos fun j _ => min_le_right _ _
    have b : ∑ j ∈ S, min (level t (4 * m) φ j) 0 ≤ ∑ j ∈ S, level t (4 * m) φ j :=
      sum_le_sum fun j _ => min_le_left _ _
    rw [e, ← sum_sdiff hS]
    linarith
```

## The closed form and the strict bracket

In the next proof `s1` and `s2` are the telescoped sums of the two blocks. The identities `e1`, `e2` and `e3` rewrite their end angles as u plus π/2, 2π and 3π/2, and the last line adds the blocks so that sin u cancels.

```lean
/-- Closed form of the sum of the negative levels for `t > 0`, `L` a positive multiple of 4 and
any twist `0 ≤ φ ≤ 1`. -/
theorem seaEnergy_eq {t φ : ℝ} {L : ℕ} (ht : 0 < t) (hL : 0 < L) (h4 : 4 ∣ L)
    (h0 : 0 ≤ φ) (h1 : φ ≤ 1) :
    seaEnergy t L φ = -2 * t * Real.cos (π * (1 - 2 * φ) / L) / Real.sin (π / L) := by
  obtain ⟨m, rfl⟩ := h4
  have hm : 0 < m := by omega
  have hm' : (1 : ℝ) ≤ m := by exact_mod_cast hm
  have hdisj : Disjoint (range m) (Ico (3 * m) (4 * m)) := by
    rw [disjoint_left]
    intro j hj hj'
    simp only [mem_range, mem_Ico] at hj hj'
    omega
  obtain ⟨d, hd⟩ : ∃ d : ℝ, d = π / ((4 * m : ℕ) : ℝ) := ⟨_, rfl⟩
  have hdm : 4 * d * m = π := by
    rw [hd]
    push_cast
    field_simp
  have hdpos : 0 < d := by
    rw [hd]
    positivity
  have hs : 0 < Real.sin d := Real.sin_pos_of_pos_of_lt_pi hdpos (by nlinarith)
  have hl (j : ℕ) : level t (4 * m) φ j = -2 * t * Real.cos (2 * d * (j + φ)) := by
    rw [level, momentum, hd]
    congr 2
    ring
  have hl' (j : ℕ) : level t (4 * m) φ (3 * m + j)
      = -2 * t * Real.cos (2 * d * (j + (3 * m + φ))) := by
    rw [hl]
    congr 2
    push_cast
    ring
  have hsub : 4 * m - 3 * m = m := by omega
  have hc : π * (1 - 2 * φ) / ((4 * m : ℕ) : ℝ) = -(2 * d * φ - d) := by
    rw [hd]
    ring
  -- the two halves of the sea, each summed by telescoping
  have s1 := cos_sum φ d m
  have s2 := cos_sum (3 * m + φ) d m
  have e1 : 2 * d * (m + φ) - d = (2 * d * φ - d) + π / 2 := by
    linear_combination hdm / 2
  have e2 : 2 * d * (m + (3 * m + φ)) - d = (2 * d * φ - d) + 2 * π := by
    linear_combination 2 * hdm
  have e3 : 2 * d * (3 * m + φ) - d = ((2 * d * φ - d) + π / 2) + π := by
    linear_combination 3 / 2 * hdm
  rw [e1, Real.sin_add_pi_div_two] at s1
  rw [e2, e3, Real.sin_add_two_pi, Real.sin_add_pi, Real.sin_add_pi_div_two] at s2
  rw [seaEnergy_eq_inner ht hm h0 h1, innerModes, sum_union hdisj, sum_Ico_eq_sum_range, hsub,
    hc, Real.cos_neg, ← hd, eq_div_iff hs.ne']
  simp only [hl']
  simp only [hl, ← mul_sum]
  linear_combination (-t) * (s1 + s2)
```

The final theorem sets φ to 0 and 1/2, giving `p` and `q`, and then compares with the bulk. `Real.sin_lt` supplies sin x < x for the antiperiodic ring, and `Real.lt_tan` supplies x < tan x for the periodic one. Each inequality is cleared of denominators and multiplied by 2t > 0.

```lean
/-- For `t > 0` and `L` a positive multiple of 4, the negative levels sum to `-2t cot(π/L)` on the
periodic ring and to `-2t/sin(π/L)` on the antiperiodic ring; the bulk energy lies strictly
between, with the antiperiodic value below and the periodic value above. -/
theorem ring_energies_bracket_bulk {t : ℝ} {L : ℕ} (ht : 0 < t) (hL : 0 < L) (h4 : 4 ∣ L) :
    seaEnergy t L 0 = -2 * t * Real.cot (π / L) ∧
      seaEnergy t L (1 / 2) = -2 * t / Real.sin (π / L) ∧
      seaEnergy t L (1 / 2) < bulkEnergy t L ∧ bulkEnergy t L < seaEnergy t L 0 := by
  have p : seaEnergy t L 0 = -2 * t * Real.cot (π / L) := by
    have e : π * (1 - 2 * 0) / (L : ℝ) = π / L := by ring
    rw [seaEnergy_eq ht hL h4 le_rfl zero_le_one, e, Real.cot_eq_cos_div_sin]
    ring
  have q : seaEnergy t L (1 / 2) = -2 * t / Real.sin (π / L) := by
    have e : π * (1 - 2 * (1 / 2)) / (L : ℝ) = 0 := by ring
    rw [seaEnergy_eq ht hL h4 (by norm_num) (by norm_num), e, Real.cos_zero, mul_one]
  refine ⟨p, q, ?_⟩
  rw [p, q, bulkEnergy_eq, Real.cot_eq_cos_div_sin]
  have hL4 : (4 : ℝ) ≤ L := by exact_mod_cast Nat.le_of_dvd hL h4
  have hLpos : (0 : ℝ) < L := by linarith
  have hp := Real.pi_pos
  obtain ⟨x, hx⟩ : ∃ x : ℝ, x = π / L := ⟨_, rfl⟩
  have hLx : L * x = π := by
    rw [hx]
    field_simp
  have hx0 : 0 < x := by
    rw [hx]
    positivity
  have hx2 : x < π / 2 := by nlinarith
  have hs : 0 < Real.sin x := Real.sin_pos_of_pos_of_lt_pi hx0 (by linarith)
  have hc : 0 < Real.cos x := Real.cos_pos_of_mem_Ioo ⟨by linarith, hx2⟩
  rw [← hx]
  constructor
  · -- sin x < x puts the antiperiodic ring below the bulk
    have h := mul_lt_mul_of_pos_left (Real.sin_lt hx0) hLpos
    have a : (L : ℝ) / π < 1 / Real.sin x := by
      rw [div_lt_div_iff₀ hp hs]
      linarith
    have b := mul_lt_mul_of_pos_left a (mul_pos two_pos ht)
    linear_combination b
  · -- x < tan x puts the periodic ring above the bulk
    have h := Real.lt_tan hx0 hx2
    rw [Real.tan_eq_sin_div_cos, lt_div_iff₀ hc] at h
    have h' := mul_lt_mul_of_pos_left h hLpos
    have a : Real.cos x / Real.sin x < (L : ℝ) / π := by
      rw [div_lt_div_iff₀ hs hp]
      linear_combination h' - Real.cos x * hLx
    have b := mul_lt_mul_of_pos_left a (mul_pos two_pos ht)
    linear_combination b

end

end HalfFilledRing
```

```lean
#print axioms HalfFilledRing.wave_eigen
-- 'HalfFilledRing.wave_eigen' depends on axioms: [propext, Classical.choice, Quot.sound]
#print axioms HalfFilledRing.seaEnergy_isLeast
-- 'HalfFilledRing.seaEnergy_isLeast' depends on axioms: [propext, Classical.choice, Quot.sound]
#print axioms HalfFilledRing.ring_energies_bracket_bulk
-- 'HalfFilledRing.ring_energies_bracket_bulk' depends on axioms: [propext, Classical.choice, Quot.sound]
```
